# For a real polynomial potential on the line, the mean force equals the force at the mean position for every finite probability distribution exactly when the degree is at most two

The potential $V$ is a polynomial in one real variable with real coefficients, and $c_n$ is its coefficient of $x^n$. The force is $F(x) = -V'(x)$. A distribution consists of finitely many positions $x_i$ with weights $w_i$, and the mean of a quantity with values $f_i$ is $\sum_i w_i f_i$. The mean position is written $\bar x = \sum_i w_i x_i$.

```lean
import Mathlib

open Polynomial

namespace EhrenfestClosure

noncomputable section
```

The first line loads the mathematical library Mathlib. Opening `Polynomial` makes the notation `ℝ[X]` available for the real polynomials, with `X` the variable and `C r` the constant polynomial $r$.

## Force, mean and variance

```lean
/-- The classical force `-V'(x)` of a polynomial potential `V`. -/
def force (V : ℝ[X]) (x : ℝ) : ℝ := -(V.derivative.eval x)
```

This reads: for a polynomial `V` and a real number `x`, `force V x` is $-V'(x)$. The derivative is taken algebraically, coefficient by coefficient, and then evaluated at `x`. The sign is the usual mechanical one.

```lean
/-- The weighted mean of an observable `f` over finitely many points with weights `w`. -/
def mean {ι : Type*} [Fintype ι] (w f : ι → ℝ) : ℝ := ∑ i, w i * f i
```

Here `ι` is any finite set of labels, `w` assigns a weight to each label, and `f` assigns a value. The definition is the bare sum $\sum_i w_i f_i$, with no division by the total weight. Normalisation is therefore a hypothesis of the theorems that need it.

```lean
/-- The weighted mean square deviation of the positions `x` from their mean. -/
def variance {ι : Type*} [Fintype ι] (w x : ι → ℝ) : ℝ :=
  mean w (fun i => (x i - mean w x) ^ 2)
```

In ordinary notation this is $\sigma^2 = \sum_i w_i (x_i - \bar x)^2$. The expression `fun i => ...` denotes the function that sends the label $i$ to the squared deviation of the $i$-th position.

```lean
/-- The mean force equals the force at the mean position for every finite
probability distribution on the line. -/
def EhrenfestClosed (V : ℝ[X]) : Prop :=
  ∀ (n : ℕ) (w x : Fin n → ℝ), (∀ i, 0 ≤ w i) → ∑ i, w i = 1 →
    mean w (fun i => force V (x i)) = force V (mean w x)
```

`EhrenfestClosed V` is a proposition about $V$: for every number of points $n$, all non-negative weights with sum one, and all positions,

$$\sum_i w_i F(x_i) = F\Big(\sum_i w_i x_i\Big).$$

The name refers to Ehrenfest's theorem, which for a quantum particle gives $\frac{d}{dt}\langle p\rangle = \langle F(x)\rangle$. The means obey Newton's equation when the right-hand side can be replaced by $F(\langle x\rangle)$. The file takes that equation of motion as background and studies only the replacement, for polynomial potentials and finite distributions in one dimension. Wavefunctions, continuous densities and time evolution do not appear.

## The variance as mean square minus squared mean

```lean
/-- For normalised weights the variance is the mean square minus the squared mean. -/
theorem variance_eq {ι : Type*} [Fintype ι] (w x : ι → ℝ) (hw : ∑ i, w i = 1) :
    variance w x = (∑ i, w i * x i ^ 2) - mean w x ^ 2 := by
  have h : ∀ m : ℝ, (∑ i, w i * (x i - m) ^ 2)
      = (∑ i, w i * x i ^ 2) - 2 * m * (∑ i, w i * x i) + m ^ 2 * (∑ i, w i) := by
    intro m
    rw [Finset.mul_sum, Finset.mul_sum, ← Finset.sum_sub_distrib, ← Finset.sum_add_distrib]
    exact Finset.sum_congr rfl fun i _ => by ring
  have h1 := h (mean w x)
  rw [hw] at h1
  change (∑ i, w i * (x i - mean w x) ^ 2) = _
  rw [h1]
  change _ - 2 * mean w x * mean w x + _ = _
  ring
```

A Lean theorem lists its hypotheses in brackets, then its conclusion after the colon, then its proof after `:= by`. The hypothesis `hw` says that the weights sum to one, and the conclusion is $\sigma^2 = \sum_i w_i x_i^2 - \bar x^2$.

By hand, one expands the square for an arbitrary number $m$:

$$\sum_i w_i (x_i - m)^2 = \sum_i w_i x_i^2 - 2m \sum_i w_i x_i + m^2 \sum_i w_i .$$

Setting $m = \bar x$ and $\sum_i w_i = 1$ turns the last two terms into $-2\bar x^2 + \bar x^2 = -\bar x^2$. The proof does the same. Its intermediate statement `h` is the expansion for every `m`, checked term by term with `ring`, the tactic for polynomial algebra. Then `m` is set to the mean and `hw` is inserted.

## How the cubic term separates the two forces

```lean
/-- The force of a potential of degree at most three, written out in its coefficients. -/
theorem force_of_cubic (V : ℝ[X]) (hV : V.natDegree ≤ 3) (x : ℝ) :
    force V x = -(V.coeff 1 + 2 * V.coeff 2 * x + 3 * V.coeff 3 * x ^ 2) := by
  have hd : V.derivative.natDegree < 3 := by
    have := natDegree_derivative_le V
    omega
  rw [force, eval_eq_sum_range' hd]
  simp only [Finset.sum_range_succ, Finset.sum_range_zero, coeff_derivative, zero_add,
    Nat.reduceAdd]
  push_cast
  ring
```

`V.natDegree` is the degree, with the zero polynomial counted as degree 0. If it is at most three, then $V = c_0 + c_1 x + c_2 x^2 + c_3 x^3$, and differentiation gives

$$F(x) = -(c_1 + 2c_2 x + 3c_3 x^2).$$

The proof first notes that $V'$ has degree below three, so its value is a sum of three terms. It then uses the rule that the coefficient of $x^n$ in $V'$ is $(n+1)c_{n+1}$.

```lean
/-- For a potential of degree at most three and normalised weights, the mean force differs
from the force at the mean position by `-3` times the cubic coefficient times the variance. -/
theorem mean_force_sub_force_mean {ι : Type*} [Fintype ι] (V : ℝ[X]) (hV : V.natDegree ≤ 3)
    (w x : ι → ℝ) (hw : ∑ i, w i = 1) :
    mean w (fun i => force V (x i)) - force V (mean w x)
      = -3 * V.coeff 3 * variance w x := by
  -- average the quadratic force term by term
  have hs : mean w (fun i => force V (x i))
      = -(V.coeff 1 * (∑ i, w i) + 2 * V.coeff 2 * mean w x
        + 3 * V.coeff 3 * (∑ i, w i * x i ^ 2)) := by
    simp only [mean, force_of_cubic V hV]
    rw [Finset.mul_sum, Finset.mul_sum, Finset.mul_sum, ← Finset.sum_add_distrib,
      ← Finset.sum_add_distrib, ← Finset.sum_neg_distrib]
    exact Finset.sum_congr rfl fun i _ => by ring
  rw [hs, force_of_cubic V hV, variance_eq w x hw, hw]
  ring
```

For degree at most three and normalised weights, the theorem states

$$\sum_i w_i F(x_i) - F(\bar x) = -3 c_3 \sigma^2 .$$

To derive it, average the quadratic force:

$$\sum_i w_i F(x_i) = -\Big(c_1 \sum_i w_i + 2c_2 \bar x + 3c_3 \sum_i w_i x_i^2\Big).$$

With $\sum_i w_i = 1$, subtracting $F(\bar x) = -(c_1 + 2c_2\bar x + 3c_3\bar x^2)$ cancels the constant and linear parts. What remains is $-3c_3\big(\sum_i w_i x_i^2 - \bar x^2\big)$, and the bracket is $\sigma^2$ by the previous section's formula. In the proof, `hs` is the averaged force, and the final `rw` and `ring` carry out the substitution and the cancellation. Non-negative weights are not required.

As a numerical instance, take $V(x) = x^2 + \tfrac13 x^3$, so that $F(x) = -2x - x^2$. Put weight $\tfrac34$ at $x = 0$ and weight $\tfrac14$ at $x = 4$.

- The mean position is $\bar x = 1$, and the variance is $\sigma^2 = \tfrac34 \cdot 1 + \tfrac14 \cdot 9 = 3$.
- The forces at the two points are $0$ and $-24$, so the mean force is $-6$.
- The force at the mean position is $F(1) = -3$.

The difference is $-3$, in agreement with $-3c_3\sigma^2 = -3 \cdot \tfrac13 \cdot 3$. The quadratic term of $V$ contributes nothing to it.

## Pairs of points force the degree bound

```lean
/-- If the mean force equals the force at the midpoint for every equal-weight pair consisting
of the origin and a point `x`, the potential has degree at most two. -/
theorem natDegree_le_two_of_origin_pairs (V : ℝ[X])
    (h : ∀ x, (force V 0 + force V x) / 2 = force V (x / 2)) : V.natDegree ≤ 2 := by
  -- the midpoint condition is an identity of polynomials
  have hp : V.derivative + C (V.derivative.eval 0)
      = C 2 * V.derivative.comp (C (1 / 2) * X) := by
    refine Polynomial.funext fun x => ?_
    have hx := h x
    simp only [force] at hx
    simp only [eval_add, eval_C, eval_mul, eval_comp, eval_X]
    rw [show (1 / 2 : ℝ) * x = x / 2 by ring]
    linarith
  rw [natDegree_le_iff_coeff_eq_zero]
  intro N hN
  obtain ⟨k, rfl⟩ : ∃ k, N = k + 3 := ⟨N - 3, by omega⟩
  -- compare the coefficients of order k + 2
  have hc := congrArg (fun p : ℝ[X] => p.coeff (k + 2)) hp
  have hC : (C (V.derivative.eval 0) : ℝ[X]).coeff (k + 2) = 0 := by
    rw [coeff_C, if_neg (by omega)]
  simp only [coeff_add, coeff_C_mul, comp_C_mul_X_coeff, hC] at hc
  have hq : (1 / 2 : ℝ) ^ k ≤ 1 := pow_le_one₀ (by norm_num) (by norm_num)
  have hprod : V.derivative.coeff (k + 2) * (1 - (1 / 2 : ℝ) ^ k / 2) = 0 := by
    rw [pow_add] at hc
    linear_combination hc
  have hd : V.derivative.coeff (k + 2) = 0 :=
    (mul_eq_zero.mp hprod).resolve_right (ne_of_gt (by linarith))
  have h3 : V.coeff (k + 3) * (((k + 2 : ℕ) : ℝ) + 1) = 0 :=
    (coeff_derivative V (k + 2)).symm.trans hd
  exact (mul_eq_zero.mp h3).resolve_right (ne_of_gt (by positivity))
```

The hypothesis `h` concerns only distributions with weight $\tfrac12$ at the origin and weight $\tfrac12$ at $x$. It requires $\tfrac12\big(F(0) + F(x)\big) = F(x/2)$ for every real $x$, and the conclusion is that $V$ has degree at most two. No bound on the degree is assumed in advance.

Multiplying by $-2$ gives

$$V'(x) + V'(0) = 2V'(x/2) \quad \text{for all } x.$$

Both sides are polynomials in $x$ that agree at every real number, so their coefficients agree. Let $d_n$ be the coefficient of $x^n$ in $V'$. For $n = k+2$ with $k \ge 0$, the constant $V'(0)$ does not contribute, and

$$d_{k+2} = 2\,\Big(\frac12\Big)^{k+2} d_{k+2}, \qquad\text{that is,}\qquad d_{k+2}\Big(1 - \frac12\Big(\frac12\Big)^{k}\Big) = 0 .$$

The bracket is at least $\tfrac12$, so $d_{k+2} = 0$. Since $d_{k+2} = (k+3)\,c_{k+3}$, it follows that $c_{k+3} = 0$. Every coefficient of $V$ from the cubic one upwards vanishes.

The Lean proof follows this order. The statement `hp` is the identity between polynomials, where `comp` means substitution, here of $x/2$ for $x$. `Polynomial.funext` supplies the step from equal values to equal polynomials. The line with `congrArg` extracts the coefficient of order `k + 2`, `hprod` is the factored equation, and `hd` and `h3` give the last two conclusions. Each time, `mul_eq_zero` says that one factor of a vanishing product is zero, and the other factor is shown to be positive.

```lean
/-- Fix any point `a`. The mean force equals the force at the midpoint for all equal-weight
pairs `a`, `x` if and only if the potential has degree at most two. -/
theorem two_point_closed_iff (V : ℝ[X]) (a : ℝ) :
    (∀ x, (force V a + force V x) / 2 = force V ((a + x) / 2)) ↔ V.natDegree ≤ 2 := by
  constructor
  · intro h
    -- translate the potential so that the fixed point becomes the origin
    have hf : ∀ x, force (V.comp (X + C a)) x = force V (x + a) := by
      intro x
      simp [force, derivative_comp]
    have key : (V.comp (X + C a)).natDegree ≤ 2 := by
      apply natDegree_le_two_of_origin_pairs
      intro x
      rw [hf, hf, hf, zero_add, h (x + a)]
      congr 1
      ring
    rwa [natDegree_comp, natDegree_X_add_C, mul_one] at key
  · intro hV x
    have h3 : V.coeff 3 = 0 := coeff_eq_zero_of_natDegree_lt (by omega)
    have hV3 : V.natDegree ≤ 3 := by omega
    simp only [force_of_cubic V hV3, h3]
    ring
```

Now one point of the pair sits at an arbitrary fixed position $a$. The symbol `↔` means "if and only if": the midpoint condition

$$\frac{F(a) + F(x)}{2} = F\Big(\frac{a+x}{2}\Big)\quad\text{for all } x$$

holds exactly when $V$ has degree at most two. The tactic `constructor` splits the equivalence into its two directions.

For the forward direction, define the translated potential $W(x) = V(x + a)$, written `V.comp (X + C a)`. Its force is $F_W(x) = F(x+a)$, which is the statement `hf`. Applying the hypothesis to the pair $a$, $x + a$ gives

$$\frac{F_W(0) + F_W(x)}{2} = \frac{F(a) + F(x+a)}{2} = F\Big(\frac{2a + x}{2}\Big) = F_W(x/2).$$

The preceding theorem then bounds the degree of $W$ by two, and translation leaves the degree unchanged.

For the reverse direction, $c_3 = 0$ reduces the force to $F(x) = -(c_1 + 2c_2 x)$. Its average over the two points is $-(c_1 + c_2(a+x))$, which is also its value at the midpoint.

## The equivalence for all finite distributions

```lean
/-- The mean force equals the force at the mean position for every finite probability
distribution if and only if the potential has degree at most two. -/
theorem ehrenfestClosed_iff (V : ℝ[X]) : EhrenfestClosed V ↔ V.natDegree ≤ 2 := by
  constructor
  · intro H
    -- two equally weighted points, one of them at the origin, suffice
    refine (two_point_closed_iff V 0).mp fun x => ?_
    have h := H 2 (fun _ => 1 / 2) ![0, x] (fun _ => by norm_num)
      (by rw [Fin.sum_univ_two]; norm_num)
    simp only [mean, Fin.sum_univ_two] at h
    change 1 / 2 * force V 0 + 1 / 2 * force V x = force V (1 / 2 * 0 + 1 / 2 * x) at h
    rw [show (1 / 2 : ℝ) * 0 + 1 / 2 * x = (0 + x) / 2 by ring] at h
    linarith
  · intro hV n w x _ hw
    have h3 : V.coeff 3 = 0 := coeff_eq_zero_of_natDegree_lt (by omega)
    have h := mean_force_sub_force_mean V (by omega) w x hw
    rw [h3] at h
    linarith
```

This is the main statement: `EhrenfestClosed V` holds if and only if $\deg V \le 2$. Free motion, a uniform force, and the harmonic and inverted harmonic potentials are the cases covered by the degree bound.

If the two forces agree for every finite probability distribution, they agree in particular for two points at $0$ and $x$ with weights $\tfrac12$ each. In the proof, `H 2` selects two points, `fun _ => 1 / 2` gives the weights, and `![0, x]` lists the positions. The result is the midpoint condition with $a = 0$, and the previous theorem yields the degree bound.

Conversely, if $\deg V \le 2$, then $c_3 = 0$, and the variance formula gives

$$\sum_i w_i F(x_i) - F(\bar x) = -3 \cdot 0 \cdot \sigma^2 = 0 .$$

The underscore in `intro hV n w x _ hw` stands for the non-negativity of the weights, which this direction never uses.

For a finite ensemble of non-interacting classical particles in a one-dimensional polynomial potential, the theorem says when the ensemble-averaged force can be replaced, for every choice of positions and weights, by the force at the ensemble's centre.

## Cubic potentials and zero variance

```lean
/-- For a potential of degree exactly three and normalised weights, the mean force equals the
force at the mean position if and only if the variance of the position vanishes. -/
theorem cubic_closed_iff_variance_zero {ι : Type*} [Fintype ι] (V : ℝ[X])
    (hV : V.natDegree = 3) (w x : ι → ℝ) (hw : ∑ i, w i = 1) :
    mean w (fun i => force V (x i)) = force V (mean w x) ↔ variance w x = 0 := by
  have h0 : V ≠ 0 := by
    rintro rfl
    simp at hV
  have h3 : V.coeff 3 ≠ 0 := by
    rw [← hV]
    exact leadingCoeff_ne_zero.mpr h0
  have h := mean_force_sub_force_mean V hV.le w x hw
  constructor
  · intro he
    rw [he, sub_self] at h
    exact (mul_eq_zero.mp h.symm).resolve_left (mul_ne_zero (by norm_num) h3)
  · intro hv
    rw [hv, mul_zero] at h
    exact sub_eq_zero.mp h

end

end EhrenfestClosure
```

The quantifier has changed. The main theorem asks for agreement over all distributions, whereas this one fixes a single normalised distribution and a potential of degree exactly three. The two forces then agree if and only if $\sigma^2 = 0$.

Because the degree is three, $c_3$ is the leading coefficient and is non-zero, which is `h3` in the proof. In

$$\sum_i w_i F(x_i) - F(\bar x) = -3c_3\sigma^2$$

the factor $-3c_3$ is therefore non-zero, and the left side vanishes exactly when $\sigma^2$ does. The two bullets of the proof are the two directions of this argument.

For non-negative weights, zero variance means that all points carrying positive weight coincide, so a cubic potential separates the two forces as soon as the distribution has any spread. The theorem itself also admits weights of either sign, for which the variance can vanish although the points differ.

```lean
#print axioms EhrenfestClosure.ehrenfestClosed_iff
#print axioms EhrenfestClosure.cubic_closed_iff_variance_zero
```

```
'EhrenfestClosure.ehrenfestClosed_iff' depends on axioms: [propext, Classical.choice, Quot.sound]
'EhrenfestClosure.cubic_closed_iff_variance_zero' depends on axioms: [propext, Classical.choice, Quot.sound]
```
